# Negative energy curvature of a collinear state of the antiferromagnetic planar-spin triangle when its parallel spins counter-rotate

The model is three classical planar spins with energy equal to the sum of cos(tᵢ − tⱼ) over the three pairs, so that each unit coupling favours antiparallel spins. The declaration states that the state with angles 0, 0, π is collinear, and that the second derivative of the energy at this state is −2 when the first two spins turn at rates 1 and −1 and the third stays fixed. The rate vector (1, −1, 0) is not normalised; along the unit vector in the same direction the second derivative is −1. The attempt checks collinearity spin by spin, applies the general formula for the second derivative about a collinear state, and expands the sum over the three bonds, leaving a numerical identity for `norm_num`.

The first attempt, which Lean rejects:

```lean
import Mathlib

open Real

namespace PlanarSpinRotations

noncomputable section

/-- The bonds of `n` spins: each pair `i < j` is counted once. -/
def bonds (n : ℕ) : Finset (Fin n × Fin n) :=
  Finset.univ.filter fun p => p.1 < p.2

/-- The exchange energy of planar spins with angles `t` and couplings `J`. -/
def energy {n : ℕ} (J : Fin n → Fin n → ℝ) (t : Fin n → ℝ) : ℝ :=
  ∑ p ∈ bonds n, J p.1 p.2 * cos (t p.1 - t p.2)

/-- A collinear reference: every spin has angle `0` or `π`. -/
def IsCollinear {n : ℕ} (t : Fin n → ℝ) : Prop :=
  ∀ i, t i = 0 ∨ t i = π

variable {n : ℕ}

/-- When the spins turn at rates `v`, the angle between spins `i` and `j` changes at
the rate `v i - v j`. -/
theorem hasDerivAt_relative_angle (t v : Fin n → ℝ) (i j : Fin n) (x : ℝ) :
    HasDerivAt (fun y : ℝ => (t + y • v) i - (t + y • v) j) (v i - v j) x := by
  have h0 := ((hasDerivAt_id' x).mul_const (v i - v j)).const_add (t i - t j)
  rw [one_mul] at h0
  refine h0.congr_of_eventuallyEq (Filter.Eventually.of_forall fun y => ?_)
  simp only [Pi.add_apply, Pi.smul_apply, smul_eq_mul]
  ring

/-- The first derivative of the energy along a joint rotation of the spins, at any
point of the path. -/
theorem hasDerivAt_energy (J : Fin n → Fin n → ℝ) (t v : Fin n → ℝ) (x : ℝ) :
    HasDerivAt (fun y : ℝ => energy J (t + y • v))
      (-∑ p ∈ bonds n, J p.1 p.2 * sin ((t + x • v) p.1 - (t + x • v) p.2)
        * (v p.1 - v p.2)) x := by
  unfold energy
  rw [← Finset.sum_neg_distrib]
  refine HasDerivAt.fun_sum fun p _ => ?_
  exact ((hasDerivAt_relative_angle t v p.1 p.2 x).cos.const_mul (J p.1 p.2)).congr_deriv
    (by ring)

/-- The second derivative of the energy along a joint rotation of the spins, for an
arbitrary reference and at any point of the path. -/
theorem hasDerivAt_deriv_energy (J : Fin n → Fin n → ℝ) (t v : Fin n → ℝ) (x : ℝ) :
    HasDerivAt (deriv fun y : ℝ => energy J (t + y • v))
      (-∑ p ∈ bonds n, J p.1 p.2 * cos ((t + x • v) p.1 - (t + x • v) p.2)
        * (v p.1 - v p.2) ^ 2) x := by
  -- the first derivative is known along the whole path
  rw [funext fun y => (hasDerivAt_energy J t v y).deriv]
  refine HasDerivAt.fun_neg (HasDerivAt.fun_sum fun p _ => ?_)
  exact (((hasDerivAt_relative_angle t v p.1 p.2 x).sin.const_mul
    (J p.1 p.2)).mul_const (v p.1 - v p.2)).congr_deriv (by ring)

/-- In a collinear state the sine of every angle vanishes. -/
theorem IsCollinear.sin_eq_zero {t : Fin n → ℝ} (ht : IsCollinear t) (i : Fin n) :
    sin (t i) = 0 := by
  rcases ht i with h | h <;> simp [h]

/-- About a collinear state with `s i = cos (t i)`, the second derivative of the energy
along `v` is minus the sum over bonds of `J i j * s i * s j * (v i - v j) ^ 2`. -/
theorem collinear_second_derivative (J : Fin n → Fin n → ℝ) {t : Fin n → ℝ}
    (ht : IsCollinear t) (v : Fin n → ℝ) :
    HasDerivAt (deriv fun x : ℝ => energy J (t + x • v))
      (-∑ p ∈ bonds n, J p.1 p.2 * cos (t p.1) * cos (t p.2) * (v p.1 - v p.2) ^ 2) 0 := by
  refine (hasDerivAt_deriv_energy J t v 0).congr_deriv ?_
  congr 1
  refine Finset.sum_congr rfl fun p _ => ?_
  -- the sines vanish, so the cosine of the relative angle factorises
  rw [zero_smul, add_zero, cos_sub, ht.sin_eq_zero, ht.sin_eq_zero]
  ring

/-- For the antiferromagnetic triangle with unit couplings, the state with angles `0, 0, π` is
collinear and has second derivative `-2` when the two parallel spins rotate at rates `1` and `-1`.
-/
theorem triangle_negative_curvature :
    IsCollinear (![0, 0, π] : Fin 3 → ℝ) ∧
    HasDerivAt (deriv fun x : ℝ =>
      energy (fun _ _ : Fin 3 => (1 : ℝ)) (![0, 0, π] + x • ![1, -1, 0])) (-2) 0 := by
  have ht : IsCollinear (![0, 0, π] : Fin 3 → ℝ) := by
    intro i
    fin_cases i <;> simp
  refine ⟨ht, (collinear_second_derivative _ ht _).congr_deriv ?_⟩
  have hb : bonds 3 = {((0 : Fin 3), (1 : Fin 3)), (0, 2), (1, 2)} := by decide
  rw [hb, Finset.sum_insert (by decide), Finset.sum_insert (by decide),
    Finset.sum_singleton]
  norm_num [Matrix.cons_val_zero, Matrix.cons_val_one]

end

end PlanarSpinRotations
```

The compiler's answer:

```
Main.lean:81:84: error: unsolved goals
ht : IsCollinear ![0, 0, π]
hb : bonds 3 = {(0, 1), (0, 2), (1, 2)}
⊢ -(cos (![0, 0, π] 2) * (-1 - ![1, -1, 0] 2) ^ 2) + -(cos (![0, 0, π] 2) * (1 - ![1, -1, 0] 2) ^ 2) + -4 = -2
```

What went wrong. The single message, `unsolved goals`, shows what was left after the last `norm_num`. The remaining equation is true, but it still contains `![0, 0, π] 2` and `![1, -1, 0] 2`, the third entries of the angle and rate vectors. The two lemmas passed to `norm_num`, `Matrix.cons_val_zero` and `Matrix.cons_val_one`, read off entries 0 and 1 only, and nothing else in that call evaluated entry 2. Without the values π and 0, the cosine and the squares could not be computed.

The repair uses `change` to restate the goal with every entry written out. Lean accepts this because the two forms are equal by definition: looking up an entry of an explicit vector is a matter of unfolding. Then `rw [cos_zero, cos_pi]` replaces the cosines by 1 and −1, and the final `norm_num` has only arithmetic to do: −(4 − 1 − 1) = −2. The added comment only labels the bonds.

Lean accepts the file once it reads:

```diff
@@ -87,5 +87,9 @@
   rw [hb, Finset.sum_insert (by decide), Finset.sum_insert (by decide),
     Finset.sum_singleton]
-  norm_num [Matrix.cons_val_zero, Matrix.cons_val_one]
+  -- write out the three bonds (0,1), (0,2), (1,2)
+  change -((1 : ℝ) * cos 0 * cos 0 * (1 - -1) ^ 2 +
+    (1 * cos 0 * cos π * (1 - 0) ^ 2 + 1 * cos 0 * cos π * (-1 - 0) ^ 2)) = -2
+  rw [cos_zero, cos_pi]
+  norm_num
 
 end
```
